# A regular matrix splitting converges exactly when the matrix has an entrywise nonnegative inverse

To obtain the Hartree potential on a grid, one can solve a discretised Poisson equation $Ax=b$, where $b$ is built from the charge density and $x$ holds the potential at the grid points. A Gauss–Seidel solver does this by sweeps. It writes $A=M-N$ with $M$ the lower triangle of $A$, diagonal included, and repeatedly solves $Mx'=Nx+b$ for the new vector $x'$. Before relying on such sweeps, one wants to know whether they reach the solution from any starting guess.

For a regular splitting, in which $M$ is invertible and $M^{-1}$ and $N$ have no negative entries, the answer is a sign condition on the discretised equation: the sweeps converge for every source and every start exactly when $A$ is invertible and a nonnegative source never produces a negative potential. This bears on electronic-structure codes wherever a finite, real, linear system is solved by a splitting with these signs. The passage from the differential equation to the matrix $A$ is taken as already made.

## Splittings and their signs

The finite type `n` labels the grid points, and matrices and vectors are real.

```lean
import Mathlib

open Filter Topology Matrix

namespace RegularSplitting

variable {n : Type*} [Fintype n] [DecidableEq n]
```

Write $B\ge 0$ when every entry satisfies $B_{ij}\ge 0$. This differs from positive semidefiniteness, for which the same symbol is often used.

```lean
/-- All entries of the real matrix `B` are nonnegative. -/
def EntrywiseNonneg (B : Matrix n n ℝ) : Prop := ∀ i j, 0 ≤ B i j
```

The structure `IsRegularSplitting A M N` collects four conditions: $A=M-N$, $\det M\neq 0$ (written `IsUnit M.det`), $M^{-1}\ge 0$ and $N\ge 0$. Nothing is assumed about the invertibility of $A$. No triangular shape is required either: Gauss–Seidel is covered whenever its $M$ and $N$ meet these conditions, and so is any other splitting that meets them.

```lean
/-- A regular splitting `A = M - N`: the matrix `M` is invertible, and `M⁻¹` and `N` have
nonnegative entries. -/
structure IsRegularSplitting (A M N : Matrix n n ℝ) : Prop where
  split : A = M - N
  isUnit_det : IsUnit M.det
  inv_nonneg : EntrywiseNonneg M⁻¹
  nonneg : EntrywiseNonneg N
```

One sweep is the map $x\mapsto M^{-1}(Nx+b)$. The symbol `*ᵥ` is the product of a matrix with a vector.

```lean
/-- One step of the splitting iteration for `(M - N) x = b`: solve `M x' = N x + b` for the new
vector `x'`. The domain is invertible `M`. -/
noncomputable def step (M N : Matrix n n ℝ) (b x : n → ℝ) : n → ℝ :=
  M⁻¹ *ᵥ (N *ᵥ x + b)
```

## Signs of products and powers

Set $T=M^{-1}N$, the matrix that will carry the error from one sweep to the next. If $B,C\ge 0$, then $(BC)_{ij}=\sum_k B_{ik}C_{kj}$ is a sum of nonnegative numbers.

```lean
omit [DecidableEq n] in
/-- Products of matrices with nonnegative entries have nonnegative entries. -/
theorem EntrywiseNonneg.mul {B C : Matrix n n ℝ} (hB : EntrywiseNonneg B)
    (hC : EntrywiseNonneg C) : EntrywiseNonneg (B * C) := by
  intro i j
  rw [Matrix.mul_apply]
  exact Finset.sum_nonneg fun k _ => mul_nonneg (hB i k) (hC k j)
```

Hence $B^k\ge 0$ by induction, starting from $B^0=1$, whose entries are 0 and 1. In particular $T\ge 0$ gives $T^k\ge 0$.

```lean
/-- Powers of a matrix with nonnegative entries have nonnegative entries. -/
theorem EntrywiseNonneg.pow {B : Matrix n n ℝ} (hB : EntrywiseNonneg B) (k : ℕ) :
    EntrywiseNonneg (B ^ k) := by
  induction k with
  | zero =>
    intro i j
    rw [pow_zero, Matrix.one_apply]
    split_ifs <;> norm_num
  | succ k ih =>
    rw [pow_succ]
    exact ih.mul hB
```

Convergence of matrices means convergence of each entry, so no norm has to be chosen. In Lean, `Tendsto F atTop (𝓝 0)` says that $F_k\to 0$ as $k\to\infty$.

```lean
omit [Fintype n] [DecidableEq n] in
/-- A sequence of matrices tends to zero exactly when each entry does. -/
theorem tendsto_zero_iff_entries {F : ℕ → Matrix n n ℝ} :
    Tendsto F atTop (𝓝 0) ↔ ∀ i j, Tendsto (fun k => F k i j) atTop (𝓝 0) := by
  constructor
  · intro h i j
    exact ((continuous_id.matrix_elem i j).tendsto (0 : Matrix n n ℝ)).comp h
  · intro h
    exact tendsto_pi_nhds.2 fun i => tendsto_pi_nhds.2 fun j => h i j
```

## The truncated series for the response

Call $A^{-1}$ the response matrix, since it turns a source into a potential. From $A=M-N$ we get $M^{-1}A=1-T$, and therefore $M^{-1}=(1-T)A^{-1}$ if $A$ is invertible. The geometric sum obeys
$$\Big(\sum_{k<m}T^k\Big)(1-T)=1-T^m .$$
Multiplying by $A^{-1}$ on the right gives
$$\Big(\sum_{k<m}T^k\Big)M^{-1}=A^{-1}-T^mA^{-1}.$$
The left side is the Neumann series, called the perturbation series in the code, cut off after $m$ terms. The identity needs no signs. In the proof, `h1` and `h2` are the two relations for $M^{-1}$, and `geom_sum_mul_neg` is the geometric sum.

```lean
/-- If `M` and `A` are both invertible and `A = M - N`, the perturbation series for the response
`A⁻¹`, truncated after `m` terms, misses it by `(M⁻¹ N)^m A⁻¹`. -/
theorem truncated_series {A M N : Matrix n n ℝ} (hs : A = M - N) (hM : IsUnit M.det)
    (hA : IsUnit A.det) (m : ℕ) :
    (∑ k ∈ Finset.range m, (M⁻¹ * N) ^ k) * M⁻¹ = A⁻¹ - (M⁻¹ * N) ^ m * A⁻¹ := by
  have h1 : M⁻¹ * A = 1 - M⁻¹ * N := by
    rw [hs, mul_sub, Matrix.nonsing_inv_mul M hM]
  have h2 : M⁻¹ = (1 - M⁻¹ * N) * A⁻¹ := by
    rw [← h1, mul_assoc, Matrix.mul_nonsing_inv A hA, mul_one]
  calc (∑ k ∈ Finset.range m, (M⁻¹ * N) ^ k) * M⁻¹
      = (∑ k ∈ Finset.range m, (M⁻¹ * N) ^ k) * ((1 - M⁻¹ * N) * A⁻¹) :=
        congrArg (fun X => (∑ k ∈ Finset.range m, (M⁻¹ * N) ^ k) * X) h2
    _ = A⁻¹ - (M⁻¹ * N) ^ m * A⁻¹ := by
        rw [← mul_assoc, geom_sum_mul_neg, sub_mul, one_mul]
```

## Convergence forces invertibility

Suppose $T^k\to 0$. By the same geometric sum,
$$1-T^k=\Big(\sum_{l<k}T^l\Big)M^{-1}A .$$
If $\det A$ were zero, the determinant of the right side would vanish for every $k$. But the determinant is continuous, so $\det(1-T^k)\to\det 1=1$. A sequence that is constantly 0 cannot tend to 1. The vanishing determinants are `hz`, and uniqueness of limits closes the argument.

```lean
/-- If `M` is invertible and the powers of `M⁻¹ N` tend to zero, then `A = M - N` is
invertible. -/
theorem isUnit_det_of_tendsto {A M N : Matrix n n ℝ} (hs : A = M - N) (hM : IsUnit M.det)
    (h : Tendsto (fun k => (M⁻¹ * N) ^ k) atTop (𝓝 0)) : IsUnit A.det := by
  rw [isUnit_iff_ne_zero]
  intro h0
  have h1 : 1 - M⁻¹ * N = M⁻¹ * A := by
    rw [hs, mul_sub, Matrix.nonsing_inv_mul M hM]
  -- a singular `A` makes every `1 - (M⁻¹ N)^k` singular, but these tend to `1`
  have hz : ∀ k : ℕ, (1 - (M⁻¹ * N) ^ k).det = 0 := by
    intro k
    rw [← geom_sum_mul_neg, h1, Matrix.det_mul, Matrix.det_mul, h0, mul_zero, mul_zero]
  have hc : Continuous fun B : Matrix n n ℝ => (1 - B).det :=
    (continuous_const.sub continuous_id).matrix_det
  have hl := (hc.tendsto 0).comp h
  simp only [Function.comp_def, hz, sub_zero, Matrix.det_one] at hl
  exact zero_ne_one (tendsto_nhds_unique tendsto_const_nhds hl)
```

## The criterion for the powers

For a regular splitting, the theorem states
$$T^k\to 0\iff \det A\neq 0\ \text{ and }\ A^{-1}\ge 0 .$$

Assume first that $T^k\to 0$. Then $A$ is invertible by the previous step. Each partial sum $\sum_{k<m}T^kM^{-1}$ is nonnegative and equals $A^{-1}-T^mA^{-1}$, which tends to $A^{-1}$. A limit of nonnegative numbers is nonnegative (`ge_of_tendsto'`), so $A^{-1}\ge 0$.

Conversely, assume $\det A\neq 0$ and $A^{-1}\ge 0$. Then $T^mA^{-1}\ge 0$, so
$$\sum_{k<m}(T^kM^{-1})_{ij}\le (A^{-1})_{ij}\quad\text{for all } m .$$
A series of nonnegative terms with bounded partial sums converges (`summable_of_sum_range_le`), and its terms tend to zero. Thus $T^kM^{-1}\to 0$, and multiplication by $M$ on the right gives $T^k\to 0$.

The condition $\det A\neq 0$ is easily left out of the formal statement, because $A^{-1}\ge 0$ seems to contain it. Lean, however, sets the inverse of a singular matrix to zero, which has nonnegative entries. With $M=N=1$ and at least one grid point, the shortened criterion would then predict $T^k\to 0$, although $T^k=1$ for all $k$.

```lean
/-- For a regular splitting `A = M - N`, the powers of `M⁻¹ N` tend to zero exactly when `A` is
invertible and all entries of the response matrix `A⁻¹` are nonnegative. -/
theorem tendsto_pow_iff_inverse_nonneg {A M N : Matrix n n ℝ} (h : IsRegularSplitting A M N) :
    Tendsto (fun k => (M⁻¹ * N) ^ k) atTop (𝓝 0) ↔ IsUnit A.det ∧ EntrywiseNonneg A⁻¹ := by
  have hT : EntrywiseNonneg (M⁻¹ * N) := h.inv_nonneg.mul h.nonneg
  have hterm : ∀ k, EntrywiseNonneg ((M⁻¹ * N) ^ k * M⁻¹) := fun k => (hT.pow k).mul h.inv_nonneg
  -- the truncated series, read entry by entry
  have hsum : IsUnit A.det → ∀ i j m, ∑ k ∈ Finset.range m, ((M⁻¹ * N) ^ k * M⁻¹) i j
      = A⁻¹ i j - ((M⁻¹ * N) ^ m * A⁻¹) i j := by
    intro hA i j m
    rw [← Matrix.sum_apply, ← Finset.sum_mul, truncated_series h.split h.isUnit_det hA,
      Matrix.sub_apply]
  constructor
  · intro ht
    have hA := isUnit_det_of_tendsto h.split h.isUnit_det ht
    refine ⟨hA, fun i j => ?_⟩
    have h0 := ht.mul_const A⁻¹
    rw [zero_mul] at h0
    have h1 := (tendsto_const_nhds (x := A⁻¹ i j)).sub (tendsto_zero_iff_entries.1 h0 i j)
    rw [sub_zero] at h1
    refine ge_of_tendsto' h1 fun m => ?_
    rw [← hsum hA i j m]
    exact Finset.sum_nonneg fun k _ => hterm k i j
  · rintro ⟨hA, hpos⟩
    -- the nonnegative terms have sums bounded by `A⁻¹`, so they vanish in the limit
    have h0 : Tendsto (fun k => (M⁻¹ * N) ^ k * M⁻¹) atTop (𝓝 0) := by
      refine tendsto_zero_iff_entries.2 fun i j => ?_
      refine (summable_of_sum_range_le (c := A⁻¹ i j) (fun k => hterm k i j)
        fun m => ?_).tendsto_atTop_zero
      rw [hsum hA i j m]
      exact sub_le_self _ ((hT.pow m).mul hpos i j)
    have h1 := h0.mul_const M
    simpa only [mul_assoc, Matrix.nonsing_inv_mul M h.isUnit_det, mul_one, zero_mul] using h1
```

The one-by-one case shows the boundary. Let $M=\mu>0$ and $N=\nu\ge 0$. Then $T=\nu/\mu$, whose powers vanish in the limit exactly when $\nu<\mu$, that is, when $A=\mu-\nu$ is positive. At $\nu=\mu$ the matrix is singular and $T^k=1$ for all $k$; for $\nu>\mu$ the response is negative and the powers of $T$ grow without bound.

## From powers to sweeps

Let $A$ be invertible and $x^*=A^{-1}b$. Since $b=Ax^*$, we have $Nx^*+b=(N+A)x^*=Mx^*$, so $x^*$ is a fixed point of the sweep. If $x_k$ is the vector after $k$ sweeps from $x_0$, subtraction gives
$$x_{k+1}-x^*=M^{-1}N(x_k-x^*)=T(x_k-x^*),$$
and by induction $x_k-x^*=T^k(x_0-x^*)$. In Lean, `(step M N b)^[k] x` is $x_k$ with $x_0=x$, and `hfix` is the fixed-point equation.

```lean
/-- If `M` and `A` are both invertible and `A = M - N`, the error after `k` steps is `(M⁻¹ N)^k`
applied to the initial error. -/
theorem error_iterate {A M N : Matrix n n ℝ} (hs : A = M - N) (hM : IsUnit M.det)
    (hA : IsUnit A.det) (b x : n → ℝ) (k : ℕ) :
    (step M N b)^[k] x - A⁻¹ *ᵥ b = (M⁻¹ * N) ^ k *ᵥ (x - A⁻¹ *ᵥ b) := by
  -- the solution is a fixed point of the step
  have hfix : M⁻¹ *ᵥ (N *ᵥ (A⁻¹ *ᵥ b) + b) = A⁻¹ *ᵥ b := by
    have hb : A *ᵥ (A⁻¹ *ᵥ b) = b := by
      rw [Matrix.mulVec_mulVec, Matrix.mul_nonsing_inv A hA, Matrix.one_mulVec]
    have hMx : N *ᵥ (A⁻¹ *ᵥ b) + b = M *ᵥ (A⁻¹ *ᵥ b) := by
      have hadd : M = N + A := by rw [hs]; abel
      calc N *ᵥ (A⁻¹ *ᵥ b) + b = N *ᵥ (A⁻¹ *ᵥ b) + A *ᵥ (A⁻¹ *ᵥ b) := by rw [hb]
        _ = M *ᵥ (A⁻¹ *ᵥ b) := by rw [← Matrix.add_mulVec, ← hadd]
    rw [hMx, Matrix.mulVec_mulVec, Matrix.nonsing_inv_mul M hM, Matrix.one_mulVec]
  induction k with
  | zero => simp
  | succ k ih =>
    rw [Function.iterate_succ_apply', pow_succ', ← Matrix.mulVec_mulVec, ← ih]
    nth_rewrite 1 [← hfix]
    rw [step, ← Matrix.mulVec_sub, add_sub_add_right_eq_sub, ← Matrix.mulVec_sub,
      Matrix.mulVec_mulVec]
```

If $A^{-1}\ge 0$, the criterion gives $T^k\to 0$, and the error formula gives $x_k\to x^*$ for every $b$ and $x_0$. For the other direction, take $b=0$ and let $x_0$ be the $j$-th unit vector, `Pi.single j 1`. Then $x_k$ is the $j$-th column of $T^k$. Convergence for every $j$ makes all entries of $T^k$ vanish in the limit, and the criterion returns $A^{-1}\ge 0$. The Lean theorem assumes that $A$ is invertible. Convergence for every $b$ already forces this: a limit $x$ of the sweeps satisfies $Mx=Nx+b$, that is, $Ax=b$, so $Ax=b$ is solvable for every $b$ and the square matrix $A$ is invertible. The theorem gives no rate of convergence.

```lean
/-- For a regular splitting of an invertible `A`, the iteration reaches the response `A⁻¹ b` for
every source `b` and every starting vector exactly when `A⁻¹` has nonnegative entries. -/
theorem iteration_converges_iff {A M N : Matrix n n ℝ} (h : IsRegularSplitting A M N)
    (hA : IsUnit A.det) :
    (∀ b x, Tendsto (fun k => (step M N b)^[k] x) atTop (𝓝 (A⁻¹ *ᵥ b))) ↔
      EntrywiseNonneg A⁻¹ := by
  have herr := error_iterate h.split h.isUnit_det hA
  constructor
  · intro hc
    refine ((tendsto_pow_iff_inverse_nonneg h).1 (tendsto_zero_iff_entries.2 fun i j => ?_)).2
    -- without a source, a unit starting vector picks out a column of the power
    have h1 := tendsto_pi_nhds.1 (hc 0 (Pi.single j 1)) i
    have h2 : ∀ k, (step M N 0)^[k] (Pi.single j 1) i = ((M⁻¹ * N) ^ k) i j := by
      intro k
      have h3 := congrFun (herr 0 (Pi.single j 1) k) i
      simpa using h3
    simpa only [h2, Matrix.mulVec_zero, Pi.zero_apply] using h1
  · intro hpos b x
    have ht := (tendsto_pow_iff_inverse_nonneg h).2 ⟨hA, hpos⟩
    have hc : Continuous fun B : Matrix n n ℝ => B *ᵥ (x - A⁻¹ *ᵥ b) + A⁻¹ *ᵥ b :=
      (continuous_id.matrix_mulVec continuous_const).add continuous_const
    have h1 := (hc.tendsto 0).comp ht
    simpa only [Function.comp_def, ← herr, sub_add_cancel, Matrix.zero_mulVec, zero_add] using h1
```

## Two grid points

With two interior points, unit spacing and zero potential at the ends, the negative second difference is
$$A=\begin{pmatrix}2&-1\\-1&2\end{pmatrix},\quad M=\begin{pmatrix}2&0\\-1&2\end{pmatrix},\quad N=\begin{pmatrix}0&1\\0&0\end{pmatrix}.$$
The inverse of $M$ has rows $(1/2,0)$ and $(1/4,1/2)$, so the splitting is regular. Lean checks the invertibility of $M$ through its determinant and the other three conditions entry by entry.

Here $A^{-1}$ has rows $(2/3,1/3)$ and $(1/3,2/3)$, a short computation that the code leaves to the reader, so the sweeps converge.

```lean
/-- The Gauss–Seidel splitting of the matrix with rows `(2, -1)` and `(-1, 2)` is regular. -/
theorem isRegularSplitting_witness :
    IsRegularSplitting (!![2, -1; -1, 2] : Matrix (Fin 2) (Fin 2) ℝ)
      !![2, 0; -1, 2] !![0, 1; 0, 0] := by
  have hinv : (!![2, 0; -1, 2] : Matrix (Fin 2) (Fin 2) ℝ)⁻¹ = !![1/2, 0; 1/4, 1/2] := by
    apply Matrix.inv_eq_right_inv
    ext i j
    fin_cases i <;> fin_cases j <;> norm_num [Matrix.mul_apply, Fin.sum_univ_succ]
  refine ⟨?_, ?_, ?_, ?_⟩
  · ext i j
    fin_cases i <;> fin_cases j <;> norm_num
  · rw [Matrix.det_fin_two_of, isUnit_iff_ne_zero]
    norm_num
  · rw [hinv]
    intro i j
    fin_cases i <;> fin_cases j <;> norm_num
  · intro i j
    fin_cases i <;> fin_cases j <;> norm_num
```

## A splitting with the wrong sign

Take $M=\tfrac12\,1$ and $N=-\tfrac12\,1$. Then $M^{-1}=2\cdot 1$ and $A=A^{-1}=1$ have nonnegative entries, but $T=-1$ and the error changes sign at each sweep without shrinking. The proof squares the powers: if $(-1)^k\to 0$ as matrices, their squares would also tend to zero, yet each square is the identity. The index set must be nonempty, because a matrix of size zero equals zero.

The example shows that $A^{-1}\ge 0$ does not secure convergence when $T$ may have negative entries. It does not show that $N\ge 0$ itself is necessary, and the argument for the criterion uses that condition only to obtain $T\ge 0$.

```lean
/-- For a nonempty index type, let `M = 1/2` and `N = -1/2` (times the identity). Then `M` is
invertible, `M - N` is the identity, and `M⁻¹` and `(M - N)⁻¹` have nonnegative entries, yet the
powers of `M⁻¹ N` do not tend to zero. -/
theorem nonneg_needed [Nonempty n] {M N : Matrix n n ℝ} (hM : M = (1 / 2 : ℝ) • 1)
    (hN : N = -((1 / 2 : ℝ) • 1)) :
    IsUnit M.det ∧ EntrywiseNonneg M⁻¹ ∧ M - N = 1 ∧ EntrywiseNonneg (M - N)⁻¹ ∧
      ¬ Tendsto (fun k => (M⁻¹ * N) ^ k) atTop (𝓝 0) := by
  have hone : EntrywiseNonneg (1 : Matrix n n ℝ) := by
    simpa only [pow_zero] using
      EntrywiseNonneg.pow (B := (0 : Matrix n n ℝ)) (fun _ _ => le_refl 0) 0
  have hmul : M * ((2 : ℝ) • 1) = 1 := by
    rw [hM, smul_mul_smul_comm, one_mul]
    norm_num
  have hinv : M⁻¹ = (2 : ℝ) • 1 := Matrix.inv_eq_right_inv hmul
  have hsub : M - N = 1 := by
    rw [hM, hN, sub_neg_eq_add, ← add_smul]
    norm_num
  have hT : M⁻¹ * N = -1 := by
    rw [hinv, hN, mul_neg, smul_mul_smul_comm, one_mul]
    norm_num
  refine ⟨Matrix.isUnit_det_of_right_inverse hmul, ?_, hsub, ?_, ?_⟩
  · rw [hinv]
    intro i j
    rw [Matrix.smul_apply, smul_eq_mul]
    exact mul_nonneg (by norm_num) (hone i j)
  · rw [hsub, inv_one]
    exact hone
  · intro h
    rw [hT] at h
    -- the square of every power is the identity
    have h2 := h.mul h
    have hsq : ∀ k : ℕ, (-1 : Matrix n n ℝ) ^ k * (-1) ^ k = 1 := fun k => by
      rw [← pow_add, Even.neg_one_pow ⟨k, rfl⟩]
    simp only [hsq, mul_zero] at h2
    exact one_ne_zero (tendsto_nhds_unique tendsto_const_nhds h2)

end RegularSplitting
```

```lean
#print axioms RegularSplitting.tendsto_pow_iff_inverse_nonneg
-- 'RegularSplitting.tendsto_pow_iff_inverse_nonneg' depends on axioms: [propext, Classical.choice, Quot.sound]
#print axioms RegularSplitting.iteration_converges_iff
-- 'RegularSplitting.iteration_converges_iff' depends on axioms: [propext, Classical.choice, Quot.sound]
#print axioms RegularSplitting.nonneg_needed
-- 'RegularSplitting.nonneg_needed' depends on axioms: [propext, Classical.choice, Quot.sound]
```
